# Planar spins on an antiferromagnetic triangle reach the completed-square energy bound exactly when the inverse couplings satisfy the triangle inequalities

Completing the square for a triangle of classical spins with exchange couplings 1, 4 and 4 gives a lower bound of −9 on the energy, but no arrangement of three unit spins gets below −7. If I read the bound as the ground-state energy, I am wrong by 2 and looking for a spin configuration that doesn't exist. With three equal couplings the same algebra gives the correct energy of the 120° state.

My understanding is this. For a, b, c > 0 and planar unit spins s₁, s₂, s₃, with ⟨·,·⟩ the scalar product, the energy

E = a⟨s₂,s₃⟩ + b⟨s₃,s₁⟩ + c⟨s₁,s₂⟩

is never less than

B = −(abc/2)(1/a² + 1/b² + 1/c²),

and some configuration has E = B if and only if none of 1/a, 1/b, 1/c exceeds the sum of the other two. Can this be derived in full and checked by machine? I would also like to know the angles when the bound is attained, and the true minimum when it is not.

## Three weighted spins that must close into a triangle

Weight each spin by the inverse of the coupling on the opposite bond:

W = s₁/a + s₂/b + s₃/c.

Since the spins have unit length,

‖W‖² = 1/a² + 1/b² + 1/c² + 2⟨s₂,s₃⟩/(bc) + 2⟨s₃,s₁⟩/(ca) + 2⟨s₁,s₂⟩/(ab).

Multiplying by abc/2 turns the last three terms into E and the first three into −B, so

E = B + (abc/2)‖W‖².

The prefactor is positive. Hence E ≥ B, with equality exactly when W = 0.

**If the bound is attained, the inequalities hold.** From W = 0 we get s₁/a = −(s₂/b + s₃/c). Taking lengths gives 1/a ≤ 1/b + 1/c, and the other two inequalities follow in the same way.

**If the inequalities hold, the bound is attained.** Write p = 1/a, q = 1/b, r = 1/c, and let e and f be orthogonal unit vectors. The law of cosines suggests

x = (r² − p² − q²)/(2pq)

for the cosine of the angle between s₁ and s₂. It lies between −1 and 1, because

2pq(1 + x) = (q + r − p)(r + p − q) ≥ 0,

2pq(1 − x) = (p + q − r)(p + q + r) ≥ 0.

Set y = √(1 − x²) and choose

s₁ = e,

s₂ = x e + y f,

s₃ = −[(p + qx) e + qy f]/r.

The first two are unit vectors. So is the third, since (p + qx)² + q²y² = p² + 2pqx + q² = r². By construction p s₁ + q s₂ + r s₃ = 0, which is W = 0.

**The angles.** Whenever W = 0, the scalar products of W with s₁, s₂ and s₃ vanish:

p + q⟨s₁,s₂⟩ + r⟨s₃,s₁⟩ = 0,

p⟨s₁,s₂⟩ + q + r⟨s₂,s₃⟩ = 0,

p⟨s₃,s₁⟩ + q⟨s₂,s₃⟩ + r = 0.

Adding p times the first and q times the second, and subtracting r times the third, leaves p² + q² + 2pq⟨s₁,s₂⟩ − r² = 0. Therefore

⟨s₁,s₂⟩ = (ab/2)(1/c² − 1/a² − 1/b²).

Equal couplings give −1/2, the 120° state. The other two angles follow by relabelling.

**When one inverse coupling is too large.** Suppose 1/b + 1/c ≤ 1/a. The triangle inequality gives ‖W‖ ≥ 1/a − 1/b − 1/c, which is not negative, so it may be squared:

E ≥ B + (abc/2)(1/a − 1/b − 1/c)² = a − b − c.

The squares of the inverse couplings cancel against B, and the cross terms give a − b − c. The collinear state (s, −s, −s) has this energy: it satisfies the two stronger bonds and leaves the weakest one, a, unsatisfied. For couplings 1, 4, 4 this is the −7 of the question.

Here is the complete Lean file.

```lean
import Mathlib

namespace ScaleneTriangle

noncomputable section

variable {V : Type*} [NormedAddCommGroup V] [InnerProductSpace ℝ V]

/-- Exchange energy of three classical spins; each coupling belongs to the bond opposite
to the spin with the same position in the list. -/
def energy (a b c : ℝ) (s₁ s₂ s₃ : V) : ℝ :=
  a * inner ℝ s₂ s₃ + b * inner ℝ s₃ s₁ + c * inner ℝ s₁ s₂

/-- The sum of the spins, each weighted by the inverse of the opposite coupling. -/
def weightedSpin (a b c : ℝ) (s₁ s₂ s₃ : V) : V :=
  (1 / a) • s₁ + (1 / b) • s₂ + (1 / c) • s₃

/-- The energy `-(abc/2)(1/a² + 1/b² + 1/c²)`. -/
def energyBound (a b c : ℝ) : ℝ :=
  -(a * b * c / 2) * (1 / a ^ 2 + 1 / b ^ 2 + 1 / c ^ 2)

/-- Completing the square: the energy of unit spins is the bound plus a positive multiple of
the squared length of the weighted spin. -/
theorem energy_eq_bound_add_sq {a b c : ℝ} (ha : 0 < a) (hb : 0 < b) (hc : 0 < c)
    {s₁ s₂ s₃ : V} (h₁ : ‖s₁‖ = 1) (h₂ : ‖s₂‖ = 1) (h₃ : ‖s₃‖ = 1) :
    energy a b c s₁ s₂ s₃ =
      energyBound a b c + a * b * c / 2 * ‖weightedSpin a b c s₁ s₂ s₃‖ ^ 2 := by
  have i₁ : inner ℝ s₁ s₁ = (1 : ℝ) := by rw [real_inner_self_eq_norm_sq, h₁]; norm_num
  have i₂ : inner ℝ s₂ s₂ = (1 : ℝ) := by rw [real_inner_self_eq_norm_sq, h₂]; norm_num
  have i₃ : inner ℝ s₃ s₃ = (1 : ℝ) := by rw [real_inner_self_eq_norm_sq, h₃]; norm_num
  have c₁ : inner ℝ s₂ s₁ = inner ℝ s₁ s₂ := real_inner_comm _ _
  have c₂ : inner ℝ s₃ s₂ = inner ℝ s₂ s₃ := real_inner_comm _ _
  have c₃ : inner ℝ s₁ s₃ = inner ℝ s₃ s₁ := real_inner_comm _ _
  rw [← real_inner_self_eq_norm_sq]
  simp only [energy, energyBound, weightedSpin, inner_add_left, inner_add_right,
    real_inner_smul_left, real_inner_smul_right, i₁, i₂, i₃, c₁, c₂, c₃]
  field_simp
  ring

/-- Unit spins reach the energy bound exactly when their weighted spin vanishes. -/
theorem energy_eq_bound_iff {a b c : ℝ} (ha : 0 < a) (hb : 0 < b) (hc : 0 < c)
    {s₁ s₂ s₃ : V} (h₁ : ‖s₁‖ = 1) (h₂ : ‖s₂‖ = 1) (h₃ : ‖s₃‖ = 1) :
    energy a b c s₁ s₂ s₃ = energyBound a b c ↔ weightedSpin a b c s₁ s₂ s₃ = 0 := by
  rw [energy_eq_bound_add_sq ha hb hc h₁ h₂ h₃]
  constructor
  · intro h
    have h0 : a * b * c / 2 * ‖weightedSpin a b c s₁ s₂ s₃‖ ^ 2 = 0 := by linarith
    have hp : a * b * c / 2 ≠ 0 := by positivity
    exact norm_eq_zero.mp ((pow_eq_zero_iff two_ne_zero).mp
      ((mul_eq_zero.mp h0).resolve_left hp))
  · intro h
    rw [h]
    simp

/-- A sum of three vectors of lengths `p`, `q`, `r` has length at least `p - q - r`. -/
theorem sub_le_norm_sum {p q r : ℝ} (hp : 0 < p) (hq : 0 < q) (hr : 0 < r)
    {x y z : V} (hx : ‖x‖ = 1) (hy : ‖y‖ = 1) (hz : ‖z‖ = 1) :
    p - q - r ≤ ‖p • x + q • y + r • z‖ := by
  have len : ∀ (t : ℝ) (v : V), 0 < t → ‖v‖ = 1 → ‖t • v‖ = t := by
    intro t v ht hv
    rw [norm_smul, hv, Real.norm_of_nonneg ht.le, mul_one]
  have h1 := norm_sub_le (p • x + q • y + r • z - q • y) (r • z)
  have h2 := norm_sub_le (p • x + q • y + r • z) (q • y)
  have e : p • x + q • y + r • z - q • y - r • z = p • x := by abel
  rw [e, len p x hp hx, len r z hr hz] at h1
  rw [len q y hq hy] at h2
  linarith

/-- In a space that contains two orthonormal vectors, three positive lengths obeying the triangle
inequalities can be given directions so that the resulting vectors add up to zero. -/
theorem exists_closed_triangle {e f : V} (he : ‖e‖ = 1) (hf : ‖f‖ = 1)
    (hef : inner ℝ e f = (0 : ℝ)) {p q r : ℝ} (hp : 0 < p) (hq : 0 < q) (hr : 0 < r)
    (h₁ : p ≤ q + r) (h₂ : q ≤ r + p) (h₃ : r ≤ p + q) :
    ∃ s₁ s₂ s₃ : V, ‖s₁‖ = 1 ∧ ‖s₂‖ = 1 ∧ ‖s₃‖ = 1 ∧
      p • s₁ + q • s₂ + r • s₃ = 0 := by
  have hpq : 0 < 2 * p * q := by positivity
  -- the law of cosines fixes the angle between the first two spins
  obtain ⟨x, hx⟩ : ∃ x : ℝ, 2 * p * q * x = r ^ 2 - p ^ 2 - q ^ 2 :=
    ⟨(r ^ 2 - p ^ 2 - q ^ 2) / (2 * p * q), mul_div_cancel₀ _ hpq.ne'⟩
  have hx1 : -1 ≤ x := by
    refine le_of_mul_le_mul_left ?_ hpq
    nlinarith [mul_nonneg (sub_nonneg.mpr h₁) (sub_nonneg.mpr h₂)]
  have hx2 : x ≤ 1 := by
    refine le_of_mul_le_mul_left ?_ hpq
    nlinarith [mul_nonneg (sub_nonneg.mpr h₃) (by positivity : 0 ≤ p + q + r)]
  obtain ⟨y, hy⟩ : ∃ y : ℝ, y ^ 2 = 1 - x ^ 2 :=
    ⟨√(1 - x ^ 2), Real.sq_sqrt (by nlinarith)⟩
  have hee : inner ℝ e e = (1 : ℝ) := by rw [real_inner_self_eq_norm_sq, he]; norm_num
  have hff : inner ℝ f f = (1 : ℝ) := by rw [real_inner_self_eq_norm_sq, hf]; norm_num
  have hfe : inner ℝ f e = (0 : ℝ) := by rw [real_inner_comm, hef]
  have unit : ∀ u v : ℝ, u ^ 2 + v ^ 2 = 1 → ‖u • e + v • f‖ = 1 := by
    intro u v huv
    refine (pow_eq_one_iff_of_nonneg (norm_nonneg _) two_ne_zero).mp ?_
    rw [← real_inner_self_eq_norm_sq]
    simp only [inner_add_left, inner_add_right, real_inner_smul_left,
      real_inner_smul_right, hee, hff, hef, hfe]
    linear_combination huv
  refine ⟨e, x • e + y • f, (-(p + q * x) / r) • e + (-(q * y) / r) • f, he,
    unit _ _ (by linear_combination hy), unit _ _ ?_, ?_⟩
  · have h : (-(p + q * x) / r) ^ 2 + (-(q * y) / r) ^ 2
        = ((p + q * x) ^ 2 + (q * y) ^ 2) / r ^ 2 := by ring
    rw [h, div_eq_one_iff_eq (by positivity)]
    linear_combination hx + q ^ 2 * hy
  · have t₁ : r * (-(p + q * x) / r) = -(p + q * x) := mul_div_cancel₀ _ hr.ne'
    have t₂ : r * (-(q * y) / r) = -(q * y) := mul_div_cancel₀ _ hr.ne'
    simp only [smul_add, smul_smul, t₁, t₂]
    module

/-- For antiferromagnetic couplings and unit spins with `n + 2` components (`n = 0` being the
planar case), the energy never falls below the bound, and some configuration attains it if and
only if the inverse couplings satisfy the three triangle inequalities. -/
theorem bound_and_attained_iff (n : ℕ) {a b c : ℝ} (ha : 0 < a) (hb : 0 < b) (hc : 0 < c) :
    (∀ s₁ s₂ s₃ : EuclideanSpace ℝ (Fin (n + 2)), ‖s₁‖ = 1 → ‖s₂‖ = 1 → ‖s₃‖ = 1 →
      -(a * b * c / 2) * (1 / a ^ 2 + 1 / b ^ 2 + 1 / c ^ 2) ≤ energy a b c s₁ s₂ s₃) ∧
    ((∃ s₁ s₂ s₃ : EuclideanSpace ℝ (Fin (n + 2)), ‖s₁‖ = 1 ∧ ‖s₂‖ = 1 ∧ ‖s₃‖ = 1 ∧
      energy a b c s₁ s₂ s₃ = -(a * b * c / 2) * (1 / a ^ 2 + 1 / b ^ 2 + 1 / c ^ 2)) ↔
      1 / a ≤ 1 / b + 1 / c ∧ 1 / b ≤ 1 / c + 1 / a ∧ 1 / c ≤ 1 / a + 1 / b) := by
  have pa := one_div_pos.mpr ha
  have pb := one_div_pos.mpr hb
  have pc := one_div_pos.mpr hc
  refine ⟨fun s₁ s₂ s₃ h₁ h₂ h₃ => ?_, ?_, ?_⟩
  · rw [energy_eq_bound_add_sq ha hb hc h₁ h₂ h₃, energyBound]
    exact le_add_of_nonneg_right (by positivity)
  · rintro ⟨s₁, s₂, s₃, h₁, h₂, h₃, h⟩
    have hw := (energy_eq_bound_iff ha hb hc h₁ h₂ h₃).mp h
    rw [weightedSpin] at hw
    -- a closed triangle: no side is longer than the other two together
    have k₁ := sub_le_norm_sum pa pb pc h₁ h₂ h₃
    have k₂ := sub_le_norm_sum pb pc pa h₂ h₃ h₁
    have k₃ := sub_le_norm_sum pc pa pb h₃ h₁ h₂
    rw [hw, norm_zero] at k₁
    rw [show (1 / b) • s₂ + (1 / c) • s₃ + (1 / a) • s₁ = 0 by rw [← hw]; abel,
      norm_zero] at k₂
    rw [show (1 / c) • s₃ + (1 / a) • s₁ + (1 / b) • s₂ = 0 by rw [← hw]; abel,
      norm_zero] at k₃
    exact ⟨by linarith, by linarith, by linarith⟩
  · rintro ⟨t₁, t₂, t₃⟩
    have hB := (EuclideanSpace.basisFun (Fin (n + 2)) ℝ).orthonormal
    have h01 : (0 : Fin (n + 2)) ≠ 1 := by simp
    obtain ⟨s₁, s₂, s₃, h₁, h₂, h₃, h⟩ :=
      exists_closed_triangle (hB.1 0) (hB.1 1) (hB.2 h01) pa pb pc t₁ t₂ t₃
    exact ⟨s₁, s₂, s₃, h₁, h₂, h₃, (energy_eq_bound_iff ha hb hc h₁ h₂ h₃).mpr h⟩

/-- In a configuration that attains the bound, the cosine of the angle between the first two
spins is `(ab/2)(1/c² - 1/a² - 1/b²)`. -/
theorem canting_angle {a b c : ℝ} (ha : 0 < a) (hb : 0 < b) (hc : 0 < c)
    {s₁ s₂ s₃ : V} (h₁ : ‖s₁‖ = 1) (h₂ : ‖s₂‖ = 1) (h₃ : ‖s₃‖ = 1)
    (h : energy a b c s₁ s₂ s₃ = energyBound a b c) :
    inner ℝ s₁ s₂ = a * b / 2 * (1 / c ^ 2 - 1 / a ^ 2 - 1 / b ^ 2) := by
  have hw := (energy_eq_bound_iff ha hb hc h₁ h₂ h₃).mp h
  -- project the vanishing weighted spin on each of the three spins
  have E : ∀ v : V, 1 / a * inner ℝ s₁ v + 1 / b * inner ℝ s₂ v + 1 / c * inner ℝ s₃ v
      = (0 : ℝ) := by
    intro v
    rw [← real_inner_smul_left, ← real_inner_smul_left, ← real_inner_smul_left,
      ← inner_add_left, ← inner_add_left]
    rw [weightedSpin] at hw
    rw [hw, inner_zero_left]
  have E₁ := E s₁
  have E₂ := E s₂
  have E₃ := E s₃
  rw [real_inner_self_eq_norm_sq, h₁, real_inner_comm s₁ s₂] at E₁
  rw [real_inner_self_eq_norm_sq, h₂] at E₂
  rw [real_inner_self_eq_norm_sq, h₃] at E₃
  have c₂ : inner ℝ s₃ s₂ = inner ℝ s₂ s₃ := real_inner_comm _ _
  have c₃ : inner ℝ s₁ s₃ = inner ℝ s₃ s₁ := real_inner_comm _ _
  simp only [c₂, c₃] at E₁ E₂ E₃
  have key : (1 / a) ^ 2 + (1 / b) ^ 2 + 2 * (1 / a) * (1 / b) * inner ℝ s₁ s₂
      - (1 / c) ^ 2 = 0 := by
    linear_combination (1 / a) * E₁ + (1 / b) * E₂ - (1 / c) * E₃
  have hab : a * b * (1 / a) * (1 / b) = 1 := by field_simp
  linear_combination (a * b / 2) * key - inner ℝ s₁ s₂ * hab

/-- If `1/b + 1/c ≤ 1/a`, the energy of unit spins is at least `a - b - c`, and every collinear
configuration with the first spin opposite to the other two has this energy. -/
theorem collinear_regime {a b c : ℝ} (ha : 0 < a) (hb : 0 < b) (hc : 0 < c)
    (habc : 1 / b + 1 / c ≤ 1 / a) :
    (∀ s₁ s₂ s₃ : V, ‖s₁‖ = 1 → ‖s₂‖ = 1 → ‖s₃‖ = 1 →
      a - b - c ≤ energy a b c s₁ s₂ s₃) ∧
    ∀ s : V, ‖s‖ = 1 → energy a b c s (-s) (-s) = a - b - c := by
  constructor
  · intro s₁ s₂ s₃ h₁ h₂ h₃
    have hn : 1 / a - 1 / b - 1 / c ≤ ‖weightedSpin a b c s₁ s₂ s₃‖ :=
      sub_le_norm_sum (one_div_pos.mpr ha) (one_div_pos.mpr hb) (one_div_pos.mpr hc) h₁ h₂ h₃
    -- the weighted spin cannot be shorter than the mismatch of the inverse couplings
    have hsq := pow_le_pow_left₀ (by linarith) hn 2
    have hm := mul_le_mul_of_nonneg_left hsq (by positivity : 0 ≤ a * b * c / 2)
    have hid : energyBound a b c + a * b * c / 2 * (1 / a - 1 / b - 1 / c) ^ 2
        = a - b - c := by
      unfold energyBound
      field_simp
      ring
    rw [energy_eq_bound_add_sq ha hb hc h₁ h₂ h₃]
    linarith
  · intro s hs
    simp only [energy, inner_neg_left, inner_neg_right, neg_neg,
      real_inner_self_eq_norm_sq, hs]
    ring

end

end ScaleneTriangle
```

```lean
#print axioms ScaleneTriangle.bound_and_attained_iff
#print axioms ScaleneTriangle.canting_angle
#print axioms ScaleneTriangle.collinear_regime
```

```
'ScaleneTriangle.bound_and_attained_iff' depends on axioms: [propext, Classical.choice, Quot.sound]
'ScaleneTriangle.canting_angle' depends on axioms: [propext, Classical.choice, Quot.sound]
'ScaleneTriangle.collinear_regime' depends on axioms: [propext, Classical.choice, Quot.sound]
```

## What the Lean theorems say about the spins

The main theorem is `bound_and_attained_iff`. Its spins are vectors in `EuclideanSpace ℝ (Fin (n + 2))`, real vectors with n + 2 components, and the hypotheses `‖s₁‖ = 1` and so on make them unit vectors. The planar case is n = 0, and n = 1 gives classical Heisenberg spins. The first half says that every triple of unit spins has energy at least B. The second half says that a triple with energy exactly B exists if and only if the three non-strict inequalities hold.

The definition `energy` fixes the conventions. Each bond is counted once, the coupling `a` belongs to the bond between spins 2 and 3, and the plus sign makes positive couplings antiferromagnetic. Physical spin lengths are absorbed into the couplings. The vector W is `weightedSpin`, and B is `energyBound`, which the main theorem writes out in full.

Two further theorems hold in any real inner product space `V`, again for unit spins and positive couplings a, b and c. `canting_angle` gives the cosine between the first two spins of any configuration that attains the bound. `collinear_regime` gives the lower bound a − b − c when 1/b + 1/c ≤ 1/a, together with the energy of the collinear states that reach it.

The model is three classical spins with isotropic bilinear exchange. It has no magnetic field, anisotropy, temperature or quantum fluctuations, and it makes no statement about an extended lattice. Within this three-spin classical model, the result gives an exact minimum energy against which a minimisation code, or a Monte Carlo code in the low-temperature limit, can be compared. It also tells whether three antiferromagnetic exchange constants, for instance from an electronic-structure calculation, favour a canted or a collinear state.

The positivity of the couplings stands for antiferromagnetic exchange on every bond. The lower bound itself uses only abc > 0, so it survives two ferromagnetic bonds, but it can fail with one. Take a = b = 1 and c = −1, so that one bond is ferromagnetic. The formula for B then gives +3/2, but the state s₁ = s₂ = −s₃ has energy −1 − 1 − 1 = −3. The factor abc/2 has become negative, and the square now lowers the energy from B instead of raising it.

## From the square to the closed triangle in Lean

`energy_eq_bound_add_sq` is the completed square. It writes ‖W‖² as the scalar product of W with itself, expands it by linearity and inserts the unit lengths. `field_simp` then clears the denominators, and `ring` checks the remaining polynomial identity. `energy_eq_bound_iff` draws the consequence: since abc/2 is not zero, equality with the bound forces ‖W‖² = 0 and hence W = 0, and the converse is immediate.

`sub_le_norm_sum` proves that p s₁ + q s₂ + r s₃ has length at least p − q − r for unit vectors and positive weights. It removes the second and third terms one at a time, using `norm_sub_le` at each step. This lemma serves twice: with a vanishing sum it yields the triangle inequalities, and in the collinear regime it bounds ‖W‖ from below.

`exists_closed_triangle` carries out the explicit construction. The number `x` is introduced through 2pqx = r² − p² − q², and the two `nlinarith` calls for −1 ≤ x ≤ 1 receive the factored products shown in the derivation. The local statement `unit` says that u e + v f has length one when u² + v² = 1. It is applied to s₂ and s₃, and for s₃ the remaining identity is the law of cosines. The final `module` step confirms that the weighted vectors add up to zero.

`bound_and_attained_iff` assembles these parts. The lower bound follows because a non-negative term is added to B. For the forward direction, `sub_le_norm_sum` is applied to the three cyclic orders of the vanishing sum. For the converse, the first two standard basis vectors serve as e and f, which is why the theorem asks for at least two spin components.

In `canting_angle`, the local statement `E`, which is not the energy here, is the scalar product of W = 0 with an arbitrary vector. It is evaluated on the three spins, and the `linear_combination` that proves `key` uses the weights 1/a, 1/b and −1/c, the same p, q and −r as in the derivation. In `collinear_regime`, `hn` is the lower bound on ‖W‖, `hsq` its square, and `hid` the identity that reduces the result to a − b − c. The energy of the collinear state follows by direct substitution.
